# With a Hermitian Hamiltonian H, an error D keeps every generalized eigenvalue within ‖D‖/s of an unperturbed one, where s > 0 is the smallest eigenvalue of the Hermitian overlap

In a basis of non-orthogonal orbitals, the levels $z$ and coefficient vectors $c\neq0$ solve $Hc=zSc$, with Hamiltonian matrix $H$ and overlap matrix $S$. Let the matrix elements of $H$ carry an error $D$. How far can the levels move?

The size of the error is the operator norm $\|D\|$, the largest value of $\|Dc\|/\|c\|$. The smallest eigenvalue of $S$ is called $s$, and $s>0$ says that the orbitals are linearly independent. Inner products are conjugate-linear in the first slot, as in Dirac notation.

For non-orthogonal tight-binding and other local-orbital calculations in a finite basis, the result bounds the effect of errors in $H$ when $S$ is exact. Errors in $S$ are not treated here.

## Levels and the smallest overlap eigenvalue

```lean
import Mathlib

open scoped InnerProductSpace

namespace OverlapAmplification

variable {E : Type*} [NormedAddCommGroup E] [InnerProductSpace ℂ E]
```

The letter `E` is not an energy: it is the complex inner product space of coefficient vectors. Theorems that need finite dimension say so with `[FiniteDimensional ℂ E]`.

```lean
/-- `z` is a generalized eigenvalue of the pair `(H, S)`: `H c = z S c` for some nonzero
coefficient vector `c`. -/
def IsGenEigenvalue (H S : E →L[ℂ] E) (z : ℂ) : Prop :=
  ∃ c : E, c ≠ 0 ∧ H c = z • S c
```

`E →L[ℂ] E` is the type of continuous linear operators on `E`. The definition reads: there is a $c\neq0$ with $Hc=zSc$. The level $z$ may be complex.

```lean
/-- `s` is the smallest real eigenvalue of the operator `S`. -/
def IsLowestEigenvalue (S : E →L[ℂ] E) (s : ℝ) : Prop :=
  IsLeast {t : ℝ | IsGenEigenvalue S 1 (t : ℂ)} s
```

Taking the identity `1` as overlap gives ordinary eigenvalues. `IsLeast` says that $s$ is a real eigenvalue of $S$ and that no real eigenvalue lies below it.

## A small residual means a nearby eigenvalue

```lean
/-- A Hermitian operator on a finite-dimensional space has an orthonormal eigenbasis with real
eigenvalues, and acts on the coordinates in that basis by multiplication. -/
theorem exists_eigenbasis [FiniteDimensional ℂ E] {A : E →ₗ[ℂ] E} (hA : A.IsSymmetric) :
    ∃ (b : OrthonormalBasis (Fin (Module.finrank ℂ E)) ℂ E)
      (ev : Fin (Module.finrank ℂ E) → ℝ),
      (∀ i, A (b i) = (ev i : ℂ) • b i) ∧
      ∀ i x, ⟪b i, A x⟫_ℂ = (ev i : ℂ) * ⟪b i, x⟫_ℂ := by
  have hb : ∀ i, A (hA.eigenvectorBasis rfl i)
      = ((hA.eigenvalues rfl i : ℝ) : ℂ) • hA.eigenvectorBasis rfl i :=
    fun i => hA.apply_eigenvectorBasis rfl i
  refine ⟨hA.eigenvectorBasis rfl, hA.eigenvalues rfl, hb, fun i x => ?_⟩
  rw [← hA, hb, inner_smul_left, Complex.conj_ofReal]
```

`IsSymmetric` is Lean's word for Hermitian: $\langle Ax,y\rangle=\langle x,Ay\rangle$. The theorem supplies orthonormal $b_i$ with $Ab_i=\varepsilon_ib_i$ and real $\varepsilon_i$, written `ev i`. Moving $A$ to the left slot gives $\langle b_i,Ax\rangle=\varepsilon_i\langle b_i,x\rangle$.

```lean
/-- If a nonzero vector `v` satisfies `A v = z v` up to a residual of norm at most `δ ‖v‖`, with
`A` Hermitian on a finite-dimensional space, then `A` has a real eigenvalue within `δ` of `z`. -/
theorem exists_eigenvalue_near [FiniteDimensional ℂ E] {A : E →ₗ[ℂ] E} (hA : A.IsSymmetric)
    {z : ℂ} {v : E} (hv : v ≠ 0) {δ : ℝ} (h : ‖A v - z • v‖ ≤ δ * ‖v‖) :
    ∃ (e : ℝ) (w : E), w ≠ 0 ∧ A w = (e : ℂ) • w ∧ ‖z - e‖ ≤ δ := by
  obtain ⟨b, ev, hb, hco⟩ := exists_eigenbasis hA
  by_contra hcon
  push Not at hcon
  have hδ : 0 ≤ δ := by
    refine le_of_mul_le_mul_right ?_ (norm_pos_iff.2 hv)
    rw [zero_mul]
    exact (norm_nonneg _).trans h
  have hfar : ∀ i, δ < ‖z - ev i‖ := fun i =>
    hcon (ev i) (b i) (b.orthonormal.ne_zero i) (hb i)
  have hc : ∀ i, ‖⟪b i, A v - z • v⟫_ℂ‖ ^ 2 = ‖z - ev i‖ ^ 2 * ‖⟪b i, v⟫_ℂ‖ ^ 2 := by
    intro i
    rw [inner_sub_right, hco, inner_smul_right, ← sub_mul, norm_mul, mul_pow, norm_sub_rev]
  obtain ⟨j, hj⟩ : ∃ j, ⟪b j, v⟫_ℂ ≠ 0 := by
    by_contra hn
    push Not at hn
    exact hv (by rw [← b.sum_repr' v]; simp [hn])
  -- if all eigenvalues were farther than `δ`, the residual would be too large
  have hlt : (δ * ‖v‖) ^ 2 < ‖A v - z • v‖ ^ 2 := by
    rw [mul_pow, ← b.sum_sq_norm_inner_right v, ← b.sum_sq_norm_inner_right (A v - z • v),
      Finset.mul_sum]
    refine Finset.sum_lt_sum (fun i _ => ?_) ⟨j, Finset.mem_univ j, ?_⟩
    · rw [hc]
      exact mul_le_mul_of_nonneg_right (pow_le_pow_left₀ hδ (hfar i).le 2) (sq_nonneg _)
    · rw [hc]
      exact mul_lt_mul_of_pos_right (pow_lt_pow_left₀ (hfar j) hδ two_ne_zero)
        (pow_pos (norm_pos_iff.2 hj) 2)
  exact absurd hlt (not_lt_of_ge (pow_le_pow_left₀ (norm_nonneg _) h 2))
```

Suppose $v\neq0$ and $\|Av-zv\|\le\delta\|v\|$. In the eigenbasis,
$$\|Av-zv\|^2=\sum_i|z-\varepsilon_i|^2\,|\langle b_i,v\rangle|^2 .$$
If every $\varepsilon_i$ were farther than $\delta$ from $z$, the sum would exceed $\delta^2\|v\|^2$, because some $\langle b_j,v\rangle$ is nonzero. That contradicts the assumption.

Lean argues the same way: `by_contra` assumes the opposite, `hc` computes each term, and `hlt` is the impossible strict inequality.

## Löwdin orthogonalisation

```lean
/-- On a finite-dimensional space, a Hermitian `S` with smallest eigenvalue `s > 0` has a Hermitian
inverse square root `R`, and `R` stretches vectors by at most `1 / √s`. -/
theorem exists_lowdin [FiniteDimensional ℂ E] {S : E →L[ℂ] E} {s : ℝ}
    (hS : (S : E →ₗ[ℂ] E).IsSymmetric) (hs : IsLowestEigenvalue S s) (h0 : 0 < s) :
    ∃ R : E →ₗ[ℂ] E, R.IsSymmetric ∧ (∀ u, R (S (R u)) = u) ∧ (∀ u, R (R (S u)) = u) ∧
      ∀ u, s * ‖R u‖ ^ 2 ≤ ‖u‖ ^ 2 := by
  obtain ⟨b, ev, hb, hco⟩ := exists_eigenbasis hS
  have hco' : ∀ i x, ⟪b i, S x⟫_ℂ = (ev i : ℂ) * ⟪b i, x⟫_ℂ := hco
  have hle : ∀ i, s ≤ ev i := fun i =>
    hs.2 ⟨b i, b.orthonormal.ne_zero i, by simpa using hb i⟩
  have hpos : ∀ i, 0 < ev i := fun i => h0.trans_le (hle i)
  -- divide each coordinate by the square root of the overlap eigenvalue
  let R : E →ₗ[ℂ] E :=
    { toFun := fun u => ∑ i, ((((√(ev i))⁻¹ : ℝ) : ℂ) * ⟪b i, u⟫_ℂ) • b i
      map_add' := fun u v => by
        simp only [inner_add_right, mul_add, add_smul, Finset.sum_add_distrib]
      map_smul' := fun a u => by
        simp only [inner_smul_right, Finset.smul_sum, smul_smul, RingHom.id_apply]
        refine Finset.sum_congr rfl fun i _ => ?_
        congr 1
        ring }
  have hR : ∀ i u, ⟪b i, R u⟫_ℂ = (((√(ev i))⁻¹ : ℝ) : ℂ) * ⟪b i, u⟫_ℂ :=
    fun i u => b.orthonormal.inner_right_fintype _ i
  have hr : ∀ i, (((√(ev i))⁻¹ : ℝ) : ℂ) * (((√(ev i))⁻¹ : ℝ) : ℂ) * (ev i : ℂ) = 1 := by
    intro i
    rw [← Complex.ofReal_mul, ← Complex.ofReal_mul, ← mul_inv,
      Real.mul_self_sqrt (hpos i).le, inv_mul_cancel₀ (hpos i).ne', Complex.ofReal_one]
  have hext : ∀ x y : E, (∀ i, ⟪b i, x⟫_ℂ = ⟪b i, y⟫_ℂ) → x = y := fun x y h =>
    (b.sum_repr' x).symm.trans
      ((Finset.sum_congr rfl fun i _ => by rw [h i]).trans (b.sum_repr' y))
  refine ⟨R, fun u v => ?_, fun u => hext _ _ fun i => ?_, fun u => hext _ _ fun i => ?_,
    fun u => ?_⟩
  · rw [← b.sum_inner_mul_inner (R u) v, ← b.sum_inner_mul_inner u (R v)]
    refine Finset.sum_congr rfl fun i _ => ?_
    rw [hR, ← inner_conj_symm (R u) (b i), hR, map_mul, Complex.conj_ofReal, inner_conj_symm]
    ring
  · rw [hR, hco', hR]
    linear_combination ⟪b i, u⟫_ℂ * hr i
  · rw [hR, hR, hco']
    linear_combination ⟪b i, u⟫_ℂ * hr i
  · rw [← b.sum_sq_norm_inner_right (R u), ← b.sum_sq_norm_inner_right u, Finset.mul_sum]
    refine Finset.sum_le_sum fun i _ => ?_
    rw [hR, norm_mul, mul_pow, Complex.norm_real, Real.norm_eq_abs, sq_abs, inv_pow,
      Real.sq_sqrt (hpos i).le, ← mul_assoc]
    refine mul_le_of_le_one_left (sq_nonneg _) ?_
    rw [← div_eq_mul_inv]
    exact (div_le_one (hpos i)).2 (hle i)
```

Now let $b_i,\varepsilon_i$ belong to $S$, so that $\varepsilon_i\ge s>0$. Define
$$Ru=\sum_i\varepsilon_i^{-1/2}\langle b_i,u\rangle\,b_i ,$$
which is $S^{-1/2}$, the operator used in Löwdin orthogonalisation. Its factors are real, so $R$ is Hermitian. Coordinate by coordinate, $\varepsilon_i^{-1/2}\varepsilon_i\,\varepsilon_i^{-1/2}=1$ gives $RSR=1$ and $RRS=1$. Finally,
$$s\|Ru\|^2=\sum_i\frac{s}{\varepsilon_i}|\langle b_i,u\rangle|^2\le\|u\|^2 .$$
In the code, `hR` gives the coordinates of $Ru$, and `hext` says that vectors with equal coordinates are equal.

## The bound on the levels

```lean
/-- Let `H` be Hermitian and `S` Hermitian with smallest eigenvalue `s > 0`, in finite dimension.
Every generalized eigenvalue of `(H + D, S)` lies within `‖D‖ / s` of a real one of `(H, S)`. -/
theorem genEigenvalue_perturbation [FiniteDimensional ℂ E] {H D S : E →L[ℂ] E} {s : ℝ}
    (hH : (H : E →ₗ[ℂ] E).IsSymmetric) (hS : (S : E →ₗ[ℂ] E).IsSymmetric)
    (hs : IsLowestEigenvalue S s) (h0 : 0 < s) {z : ℂ} (hz : IsGenEigenvalue (H + D) S z) :
    ∃ e : ℝ, IsGenEigenvalue H S e ∧ ‖z - e‖ ≤ ‖D‖ / s := by
  obtain ⟨c, hc, hcz⟩ := hz
  obtain ⟨R, hRs, hRSR, hRRS, hRn⟩ := exists_lowdin hS hs h0
  have hA : (R ∘ₗ (H : E →ₗ[ℂ] E) ∘ₗ R).IsSymmetric := fun x y =>
    (hRs _ _).trans ((hH _ _).trans (hRs _ _))
  have hv : R (S c) ≠ 0 := fun h => hc (by rw [← hRRS c, h, map_zero])
  -- in the orthogonalised basis the residual is minus the transformed error vector `R (D c)`
  have hres : R (H (R (R (S c)))) - z • R (S c) = -R (D c) := by
    have h1 : H c + D c = z • S c := hcz
    rw [hRRS, ← map_smul, ← h1, map_add]
    abel
  have hbound : s * ‖R (D c)‖ ≤ ‖D‖ * ‖R (S c)‖ := by
    have h2 : s * ‖c‖ ^ 2 ≤ ‖R (S c)‖ ^ 2 := by
      have h3 := hRn (R (S c))
      rwa [hRRS] at h3
    refine (pow_le_pow_iff_left₀ (by positivity) (by positivity) two_ne_zero).1 ?_
    calc (s * ‖R (D c)‖) ^ 2 = s * (s * ‖R (D c)‖ ^ 2) := by ring
      _ ≤ s * ‖D c‖ ^ 2 := mul_le_mul_of_nonneg_left (hRn _) h0.le
      _ ≤ s * (‖D‖ * ‖c‖) ^ 2 :=
          mul_le_mul_of_nonneg_left (pow_le_pow_left₀ (norm_nonneg _) (D.le_opNorm c) 2) h0.le
      _ = ‖D‖ ^ 2 * (s * ‖c‖ ^ 2) := by ring
      _ ≤ ‖D‖ ^ 2 * ‖R (S c)‖ ^ 2 := mul_le_mul_of_nonneg_left h2 (sq_nonneg _)
      _ = (‖D‖ * ‖R (S c)‖) ^ 2 := by ring
  obtain ⟨e, w, hw, hew, hze⟩ := exists_eigenvalue_near hA (z := z) hv (δ := ‖D‖ / s) (by
    change ‖R (H (R (R (S c)))) - z • R (S c)‖ ≤ _
    rw [hres, norm_neg, div_mul_eq_mul_div, le_div_iff₀ h0, mul_comm]
    exact hbound)
  -- transform the eigenvector back to the original orbitals
  refine ⟨e, ⟨R w, fun h => hw (by rw [← hRSR w, h, map_zero, map_zero]), ?_⟩, hze⟩
  have h4 : R (H (R w)) = R ((e : ℂ) • S (R w)) := by
    rw [map_smul, hRSR]
    exact hew
  rw [← hRSR (H (R w)), h4, hRSR]
```

The hypotheses are $H$ and $S$ Hermitian and $s>0$; $D$ may be any operator. Let $(H+D)c=zSc$ with $c\ne0$, and set $v=RSc$ and $A=RHR$. Since $Rv=RRSc=c$, the vector $v$ is nonzero, and
$$Av-zv=R(Hc-zSc)=-RDc .$$
This is `hres`. The stretching bound for $R$, used twice, gives
$$s^2\|RDc\|^2\le s\|Dc\|^2\le\|D\|^2\,s\|c\|^2\le\|D\|^2\|v\|^2 ,$$
where the last step uses $c=Rv$. This is the `calc` block inside `hbound`. The residual is therefore at most $(\|D\|/s)\|v\|$, and the residual theorem supplies a real $e$ and $w\neq0$ with $Aw=ew$ and $|z-e|\le\|D\|/s$.

To return to the original orbitals, write $RHRw=ew=R(eSRw)$. By $RSR=1$, every $x$ equals $RS(Rx)$, so vectors with equal images under $R$ are equal. Hence $H(Rw)=eS(Rw)$, with $Rw\ne0$.

Hermiticity of $H$ matters. Take $S=1$ and, for $0<\eta<1$,
$$H=\begin{pmatrix}0&1\\0&0\end{pmatrix},\qquad D=\begin{pmatrix}0&0\\\eta&0\end{pmatrix}.$$
The only unperturbed level is $0$, and the perturbed ones are $\pm\sqrt\eta$, farther away than $\|D\|/s=\eta$. Asking only that $H$ have real eigenvalues is thus not enough.

```lean
/-- In finite dimension, the generalized eigenvalues of a Hermitian `H` with a Hermitian overlap
`S` of smallest eigenvalue `s > 0` are real. -/
theorem genEigenvalue_real [FiniteDimensional ℂ E] {H S : E →L[ℂ] E} {s : ℝ}
    (hH : (H : E →ₗ[ℂ] E).IsSymmetric) (hS : (S : E →ₗ[ℂ] E).IsSymmetric)
    (hs : IsLowestEigenvalue S s) (h0 : 0 < s) {z : ℂ} (hz : IsGenEigenvalue H S z) :
    z.im = 0 := by
  obtain ⟨e, -, he⟩ := genEigenvalue_perturbation (D := 0) hH hS hs h0 (by rwa [add_zero])
  rw [norm_zero, zero_div] at he
  rw [sub_eq_zero.1 (norm_le_zero_iff.1 he), Complex.ofReal_im]
```

Put $D=0$. The distance from $z$ to some real $e$ is then at most zero, so $z=e$ is real.

```lean
/-- Let `H`, `D` be Hermitian and `S` Hermitian with smallest eigenvalue `s > 0`, in finite
dimension. Every real generalized eigenvalue of `(H, S)` has one of `(H + D, S)` within
`‖D‖ / s`. -/
theorem genEigenvalue_persists [FiniteDimensional ℂ E] {H D S : E →L[ℂ] E} {s : ℝ}
    (hH : (H : E →ₗ[ℂ] E).IsSymmetric) (hD : (D : E →ₗ[ℂ] E).IsSymmetric)
    (hS : (S : E →ₗ[ℂ] E).IsSymmetric) (hs : IsLowestEigenvalue S s) (h0 : 0 < s)
    {e : ℝ} (he : IsGenEigenvalue H S e) :
    ∃ e' : ℝ, IsGenEigenvalue (H + D) S e' ∧ |e - e'| ≤ ‖D‖ / s := by
  have hHD : ((H + D : E →L[ℂ] E) : E →ₗ[ℂ] E).IsSymmetric := fun x y => by
    change ⟪H x + D x, y⟫_ℂ = ⟪x, H y + D y⟫_ℂ
    rw [inner_add_left, inner_add_right]
    exact congrArg₂ (· + ·) (hH x y) (hD x y)
  -- remove the perturbation again by adding `-D`
  obtain ⟨e', h1, h2⟩ := genEigenvalue_perturbation (D := -D) (z := (e : ℂ)) hHD hS hs h0
    (by rwa [add_neg_cancel_right])
  refine ⟨e', h1, ?_⟩
  rwa [norm_neg, ← Complex.ofReal_sub, Complex.norm_real, Real.norm_eq_abs] at h2
```

If $D$ is Hermitian too, so is $H+D$. Regard $H=(H+D)+(-D)$ as the perturbed operator and apply the bound again: every unperturbed level has a perturbed one nearby. Neither direction counts degeneracies or pairs the levels one to one.

## An error amplified by exactly 1/s

```lean
/-- The bound is attained for `H = 0`, `D = d 1` and an overlap with smallest eigenvalue `s > 0`:
the only unperturbed level is `0`, and `d / s` is a perturbed level at distance `‖D‖ / s`. -/
theorem perturbation_bound_attained {S : E →L[ℂ] E} {s : ℝ}
    (hs : IsLowestEigenvalue S s) (h0 : 0 < s) (d : ℂ) :
    (∀ z : ℂ, IsGenEigenvalue 0 S z ↔ z = 0) ∧
    IsGenEigenvalue (0 + d • (1 : E →L[ℂ] E)) S (d / s) ∧
    ‖d / (s : ℂ) - 0‖ = ‖d • (1 : E →L[ℂ] E)‖ / s := by
  obtain ⟨c, hc, hcs⟩ := hs.1
  have hcs' : S c = (s : ℂ) • c := hcs
  have hsC : (s : ℂ) ≠ 0 := Complex.ofReal_ne_zero.2 h0.ne'
  have : Nontrivial E := ⟨c, 0, hc⟩
  refine ⟨fun z => ⟨?_, ?_⟩, ⟨c, hc, ?_⟩, ?_⟩
  · rintro ⟨x, hx, hxz⟩
    have hxz' : (0 : E) = z • S x := hxz
    rcases smul_eq_zero.1 hxz'.symm with h | h
    · exact h
    · -- a null vector of the overlap would give it the eigenvalue zero
      have h5 : s ≤ 0 := hs.2 ⟨x, hx, by simp [h]⟩
      exact absurd h0 (not_lt_of_ge h5)
  · rintro rfl
    exact ⟨c, hc, by simp⟩
  · rw [hcs', smul_smul, div_mul_cancel₀ d hsC, zero_add]
    rfl
  · rw [sub_zero, norm_div, norm_smul, norm_one, mul_one, Complex.norm_real, Real.norm_eq_abs,
      abs_of_pos h0]
```

For $H=0$, a level satisfies $0=zSx$ with $x\neq0$. Either $z=0$, or $Sx=0$ and $S$ has the eigenvalue $0<s$, which is impossible. Conversely, $z=0$ is a level.

Now let $D=d\,1$ and $Sc=sc$. Then $Dc=dc=(d/s)Sc$, so $d/s$ is a perturbed level. Its distance from $0$ is $|d|/s=\|D\|/s$. For $s<1$ this error is amplified; other errors may do less harm than the bound allows.

## Two overlapping orbitals

```lean
/-- The overlap operator of two normalised orbitals with real mutual overlap `σ`. -/
noncomputable def dimerOverlap (σ : ℝ) : EuclideanSpace ℂ (Fin 2) →L[ℂ] EuclideanSpace ℂ (Fin 2) :=
  Matrix.toEuclideanCLM (𝕜 := ℂ) !![1, (σ : ℂ); (σ : ℂ), 1]
```

This turns the matrix with unit diagonal and off-diagonal overlap $\sigma$ into an operator on $\mathbb C^2$. Lean numbers the orbitals 0 and 1.

```lean
/-- For `σ ≥ 0` the two-orbital overlap operator is Hermitian with smallest eigenvalue `1 - σ`. -/
theorem dimerOverlap_witness {σ : ℝ} (hσ : 0 ≤ σ) :
    (dimerOverlap σ : EuclideanSpace ℂ (Fin 2) →ₗ[ℂ] EuclideanSpace ℂ (Fin 2)).IsSymmetric ∧
    IsLowestEigenvalue (dimerOverlap σ) (1 - σ) := by
  have k0 : ∀ c, (dimerOverlap σ c).ofLp 0 = c.ofLp 0 + σ * c.ofLp 1 := fun c => by
    change (Matrix.mulVec !![1, (σ : ℂ); (σ : ℂ), 1] c.ofLp) 0 = _
    simp [Matrix.mulVec, dotProduct, Fin.sum_univ_two]
  have k1 : ∀ c, (dimerOverlap σ c).ofLp 1 = σ * c.ofLp 0 + c.ofLp 1 := fun c => by
    change (Matrix.mulVec !![1, (σ : ℂ); (σ : ℂ), 1] c.ofLp) 1 = _
    simp [Matrix.mulVec, dotProduct, Fin.sum_univ_two]
  refine ⟨fun x y => ?_, ⟨!₂[1, -1], fun h => ?_, ?_⟩, ?_⟩
  · change ⟪dimerOverlap σ x, y⟫_ℂ = ⟪x, dimerOverlap σ y⟫_ℂ
    simp only [PiLp.inner_apply, Fin.sum_univ_two, k0, k1, RCLike.inner_apply, map_add, map_mul,
      Complex.conj_ofReal]
    ring
  · have h6 := congrArg (fun v : EuclideanSpace ℂ (Fin 2) => v.ofLp 0) h
    simp at h6
  · ext i
    fin_cases i
    · simp [k0]
      ring
    · simp [k1]
      ring
  · rintro t ⟨c, hc, hct⟩
    by_contra hlt
    push Not at hlt
    have e0 : c.ofLp 0 + σ * c.ofLp 1 = t * c.ofLp 0 := by
      rw [← k0, hct]
      rfl
    have e1 : σ * c.ofLp 0 + c.ofLp 1 = t * c.ofLp 1 := by
      rw [← k1, hct]
      rfl
    -- the sum and the difference of the two coefficients both vanish
    have n1 : ((1 + σ - t : ℝ) : ℂ) ≠ 0 := Complex.ofReal_ne_zero.2 (by linarith)
    have n2 : ((1 - σ - t : ℝ) : ℂ) ≠ 0 := Complex.ofReal_ne_zero.2 (by linarith)
    have p1 : c.ofLp 0 + c.ofLp 1 = 0 := by
      refine (mul_eq_zero.1 ?_).resolve_left n1
      push_cast
      linear_combination e0 + e1
    have p2 : c.ofLp 0 - c.ofLp 1 = 0 := by
      refine (mul_eq_zero.1 ?_).resolve_left n2
      push_cast
      linear_combination e0 - e1
    apply hc
    ext i
    fin_cases i
    · change c.ofLp 0 = 0
      linear_combination (p1 + p2) / 2
    · change c.ofLp 1 = 0
      linear_combination (p1 - p2) / 2

end OverlapAmplification
```

The vector $(1,-1)$ is an eigenvector of the overlap with eigenvalue $1-\sigma$. For any eigenvalue $t$ with eigenvector $(c_0,c_1)$, adding and subtracting the two equations gives
$$(1+\sigma-t)(c_0+c_1)=0,\qquad(1-\sigma-t)(c_0-c_1)=0 .$$
If $t<1-\sigma$, both prefactors are positive because $\sigma\ge0$, so $c_0+c_1=0$ and $c_0-c_1=0$, which are `p1` and `p2` in the code. Hence $c_0=c_1=0$, a contradiction.

The level bound applies when $\sigma<1$, with $s=1-\sigma$. At $\sigma=0.9$ the factor $1/s$ is 10.

```lean
#print axioms OverlapAmplification.genEigenvalue_real
#print axioms OverlapAmplification.genEigenvalue_persists
#print axioms OverlapAmplification.perturbation_bound_attained
```

```
'OverlapAmplification.genEigenvalue_real' depends on axioms: [propext, Classical.choice, Quot.sound]
'OverlapAmplification.genEigenvalue_persists' depends on axioms: [propext, Classical.choice, Quot.sound]
'OverlapAmplification.perturbation_bound_attained' depends on axioms: [propext, Classical.choice, Quot.sound]
```
